# For linearly independent mode profiles, the rank of a lead's broadening matrix is its number of propagating modes

Suppose that a calculation delivers the broadening matrix of a lead and that its rank is two. This alone does not say how many modes of the lead carry current. There may be two of them, or five whose profiles all lie in one plane, and a count of non-zero eigenvalues gives the same answer in both cases. The ambiguity disappears if the mode profiles are linearly independent and the velocities are non-negative: the rank is then exactly the number of modes with positive velocity.

## Modes and level broadening

A device coupled to a lead is described at a fixed energy by finitely many orbitals, labelled $a,b$. The lead has finitely many modes, labelled $n$. Mode $n$ enters through a real velocity $v_n$, with constants such as $\hbar$ absorbed, and a complex vector $w_n$ over the orbitals, here called its profile: $w_n^\dagger\psi$ is the amplitude with which a device state $\psi$ feeds the mode. When the modes are not orthogonal, this vector generally differs from the mode's own wave function. The broadening matrix is

$$\Gamma=\sum_n v_n\,w_nw_n^\dagger,\qquad \Gamma_{ab}=\sum_n v_n\,w_n(a)\,\overline{w_n(b)} .$$

Velocities are measured away from the device, and the modes in the sum are the outgoing ones. A propagating mode therefore has $v_n>0$, while an evanescent mode carries no current by itself and has $v_n=0$. Linear independence means that no profile is a superposition of the others on the orbitals kept in the description.

The lead's self-energy is $\Sigma=\Lambda-\tfrac{i}{2}\Gamma$, with a Hermitian level shift $\Lambda$. Since the $v_n$ are real, $\Gamma^\dagger=\Gamma$, so $\Sigma^\dagger=\Lambda+\tfrac{i}{2}\Gamma$ and

$$i(\Sigma-\Sigma^\dagger)=i(-i\Gamma)=\Gamma .$$

## What `rank_broadening` says

In the Lean file, `m` is the finite type of orbitals and `ι` the finite type of modes; `κ` labels the modes of a second lead. The profiles are a function `w : ι → m → ℂ` and the velocities a function `v : ι → ℝ`. The matrix `broadening w v` is the sum above, with `vecMulVec (w n) (star (w n))` for the outer product $w_nw_n^\dagger$. The number `numPropagating v` counts the indices with `0 < v n`.

The theorem `rank_broadening` takes two hypotheses, `LinearIndependent ℂ w` and `∀ n, 0 ≤ v n`, and concludes that `(broadening w v).rank = numPropagating v`. Where the file speaks of independent modes, it means that their profiles are independent; two different modes of a lead can have the same profile on the device orbitals. The profiles need be neither orthogonal nor normalised. Independence does require that there be no more modes than orbitals.

The form of $\Gamma$ is an input: no lead Hamiltonian is solved for its modes, and $\Lambda$ is an arbitrary Hermitian matrix, not one computed from $\Gamma$. The rank is also the exact one. A tiny positive velocity counts as fully as a large one, whereas a numerical rank near a band edge depends on the chosen tolerance.

## Recovering the velocities from $\Gamma$ and the profiles

Let $W$ be the matrix with the profiles as columns, $W_{an}=w_n(a)$, and let $D$ be the diagonal matrix of the velocities. Then

$$(WDW^\dagger)_{ab}=\sum_n w_n(a)\,v_n\,\overline{w_n(b)}=\Gamma_{ab},$$

so $\Gamma=WDW^\dagger$. The rank of a product is at most the rank of any factor, which gives $\operatorname{rank}\Gamma\le\operatorname{rank}D$.

For the reverse inequality, suppose $Wc=0$ for a vector of amplitudes $c$. This says $\sum_n c_nw_n=0$, and independence forces $c=0$. Thus $W$ is injective and has a left inverse $L$, with $LW=1$; one choice is $L=(W^\dagger W)^{-1}W^\dagger$. Taking adjoints gives $W^\dagger L^\dagger=1$, and therefore

$$L\Gamma L^\dagger=(LW)\,D\,(W^\dagger L^\dagger)=D .$$

Hence $\operatorname{rank}D\le\operatorname{rank}\Gamma$, and the two ranks are equal. The rank of a diagonal matrix is its number of non-zero diagonal entries, so

$$\operatorname{rank}\Gamma=\#\{n: v_n\neq0\}.$$

Up to here the velocities may have either sign. If all are non-negative, $v_n\ne0$ is the same as $v_n>0$, and the count is that of the propagating modes.

## Three orbitals with two propagating modes

Take $w_1=(1,0,0)$, $w_2=(1,i,0)$, $w_3=(0,1,1)$, with velocities $2$, $1$ and $0$. The profiles are independent but not orthogonal, and the third mode is evanescent. Then

$$\Gamma=\begin{pmatrix}3&-i&0\\ i&1&0\\0&0&0\end{pmatrix},\qquad
L=\begin{pmatrix}1&i&-i\\0&-i&i\\0&0&1\end{pmatrix}.$$

The upper block of $\Gamma$ has determinant $3-1=2$, so the rank is two, as the velocities predict. The non-zero eigenvalues are $2\pm\sqrt2$, which are not the velocities, because the profiles are not orthonormal. The left inverse $L$ does recover them: $L\Gamma L^\dagger=\operatorname{diag}(2,1,0)$.

## Two modes that look alike

Let there be one orbital and two modes with $w_1=w_2=1$ and $v_1=v_2=1$. Both modes propagate, yet $\Gamma=2$ is a $1\times1$ matrix of rank one. Only the hypothesis of independence has been given up, and the equality fails.

More generally, if every mode has the same profile $u$, then $\Gamma=\left(\sum_n v_n\right)uu^\dagger$, which has rank at most one however many modes propagate.

## The kernel of $\Gamma$ and a bound on transmission

For independent profiles, the states that $\Gamma$ annihilates can be read off from the same factorisation. If $\Gamma x=0$, then $0=L\Gamma x=DW^\dagger x$, whose $n$-th component is $v_n\,w_n^\dagger x$. So $w_n^\dagger x=0$ whenever $v_n\neq0$. Conversely, if this holds, then $DW^\dagger x=0$ and $\Gamma x=W(DW^\dagger x)=0$. In the three-orbital example, $x=(0,0,1)$ is such a state, although it overlaps with the evanescent profile $w_3$.

The inequality $\operatorname{rank}\Gamma\le\operatorname{rank}D$ did not use independence. For any profiles and non-negative velocities, the number of propagating modes is therefore an upper bound on the rank. With two leads, the product $\Gamma_{\mathrm L}G\Gamma_{\mathrm R}G^\dagger$ contains both broadening matrices as factors, so its rank is at most the smaller of the two mode counts. In coherent transport through a non-interacting device with finitely many orbitals, where $G$ is the retarded Green's function, this limits the number of non-zero transmission eigenvalues. The bound itself holds for every square matrix $G$.

## The Lean file

```lean
import Mathlib

open Matrix

namespace LeadBroadening

noncomputable section

variable {m ι κ : Type*} [Fintype m] [Fintype ι] [DecidableEq ι] [Fintype κ] [DecidableEq κ]

/-- The broadening matrix `Γ = ∑ vₙ wₙ wₙ†` of a lead with mode profiles `wₙ` and
velocities `vₙ`. -/
def broadening (w : ι → m → ℂ) (v : ι → ℝ) : Matrix m m ℂ :=
  ∑ n, (v n : ℂ) • vecMulVec (w n) (star (w n))

/-- The matrix whose columns are the mode profiles. -/
def modeMatrix (w : ι → m → ℂ) : Matrix m ι ℂ :=
  Matrix.of fun a n => w n a

/-- The diagonal matrix of mode velocities. -/
def velocityMatrix (v : ι → ℝ) : Matrix ι ι ℂ :=
  diagonal fun n => (v n : ℂ)

/-- The number of propagating modes, those with positive velocity. -/
def numPropagating (v : ι → ℝ) : ℕ :=
  (Finset.univ.filter fun n => 0 < v n).card

/-- The self-energy with level shift `Λ` and broadening `Γ`, namely `Λ - (i/2) Γ`. -/
def selfEnergy (Λ : Matrix m m ℂ) (w : ι → m → ℂ) (v : ι → ℝ) : Matrix m m ℂ :=
  Λ - (Complex.I / 2) • broadening w v

omit [Fintype m] in
/-- The broadening matrix factors as modes times velocities times adjoint modes. -/
theorem broadening_eq_mul (w : ι → m → ℂ) (v : ι → ℝ) :
    broadening w v = modeMatrix w * velocityMatrix v * (modeMatrix w)ᴴ := by
  ext a b
  rw [Matrix.mul_apply, broadening, Matrix.sum_apply]
  refine Finset.sum_congr rfl fun n _ => ?_
  rw [velocityMatrix, Matrix.mul_diagonal]
  simp only [modeMatrix, Matrix.smul_apply, vecMulVec_apply, smul_eq_mul,
    conjTranspose_apply, Pi.star_apply, Matrix.of_apply]
  ring

omit [Fintype m] in
/-- The broadening matrix is Hermitian. -/
theorem broadening_conjTranspose (w : ι → m → ℂ) (v : ι → ℝ) :
    (broadening w v)ᴴ = broadening w v := by
  have hd : (velocityMatrix v)ᴴ = velocityMatrix v := by
    rw [velocityMatrix, diagonal_conjTranspose]
    congr 1
    funext n
    simp
  rw [broadening_eq_mul, conjTranspose_mul, conjTranspose_mul, conjTranspose_conjTranspose,
    hd, Matrix.mul_assoc]

omit [Fintype m] in
/-- For a Hermitian level shift, `i(Σ - Σ†)` is the broadening matrix of the lead. -/
theorem selfEnergy_antihermitian_part (Λ : Matrix m m ℂ) (hΛ : Λᴴ = Λ)
    (w : ι → m → ℂ) (v : ι → ℝ) :
    Complex.I • (selfEnergy Λ w v - (selfEnergy Λ w v)ᴴ) = broadening w v := by
  have hs : star (Complex.I / 2) = -(Complex.I / 2) := by
    rw [Complex.star_def, map_div₀, Complex.conj_I, map_ofNat]
    ring
  rw [selfEnergy, conjTranspose_sub, conjTranspose_smul, hΛ, broadening_conjTranspose, hs]
  ext a b
  simp only [Matrix.smul_apply, Matrix.sub_apply, smul_eq_mul]
  linear_combination (-(broadening w v a b)) * Complex.I_sq

/-- Linearly independent modes have a dual matrix, a left inverse of the mode matrix. -/
theorem exists_dual_modes (w : ι → m → ℂ) (hw : LinearIndependent ℂ w) :
    ∃ L : Matrix ι m ℂ, L * modeMatrix w = 1 := by
  classical
  have hker : LinearMap.ker (Matrix.toLin' (modeMatrix w)) = ⊥ := by
    refine LinearMap.ker_eq_bot'.2 fun c hc => ?_
    funext n
    refine Fintype.linearIndependent_iff.1 hw c ?_ n
    funext a
    simpa [Matrix.toLin'_apply, Matrix.mulVec, dotProduct, modeMatrix, mul_comm]
      using congrFun hc a
  obtain ⟨g, hg⟩ := LinearMap.exists_leftInverse_of_injective _ hker
  refine ⟨LinearMap.toMatrix' g, ?_⟩
  have h := congrArg LinearMap.toMatrix' hg
  rwa [LinearMap.toMatrix'_comp, LinearMap.toMatrix'_toLin', LinearMap.toMatrix'_id] at h

/-- The velocity matrix has rank equal to the number of non-zero velocities. -/
theorem rank_velocityMatrix (v : ι → ℝ) :
    (velocityMatrix v).rank = (Finset.univ.filter fun n => v n ≠ 0).card := by
  classical
  rw [velocityMatrix, Matrix.rank_diagonal, Fintype.card_subtype]
  congr 1
  ext n
  simp

/-- For independent modes and velocities of either sign, the rank of the broadening matrix
is the number of modes with non-zero velocity. -/
theorem rank_broadening_signed (w : ι → m → ℂ) (hw : LinearIndependent ℂ w) (v : ι → ℝ) :
    (broadening w v).rank = (Finset.univ.filter fun n => v n ≠ 0).card := by
  obtain ⟨L, hL⟩ := exists_dual_modes w hw
  have hL' : (modeMatrix w)ᴴ * Lᴴ = 1 := by
    rw [← conjTranspose_mul, hL, conjTranspose_one]
  -- the dual modes recover the velocities from the broadening matrix
  have hD : L * broadening w v * Lᴴ = velocityMatrix v := by
    calc L * broadening w v * Lᴴ
        = (L * modeMatrix w) * velocityMatrix v * ((modeMatrix w)ᴴ * Lᴴ) := by
          rw [broadening_eq_mul]
          simp only [Matrix.mul_assoc]
      _ = velocityMatrix v := by rw [hL, hL', Matrix.one_mul, Matrix.mul_one]
  rw [← rank_velocityMatrix]
  apply le_antisymm
  · rw [broadening_eq_mul]
    exact (Matrix.rank_mul_le_left _ _).trans (Matrix.rank_mul_le_right _ _)
  · rw [← hD]
    exact (Matrix.rank_mul_le_left _ _).trans (Matrix.rank_mul_le_right _ _)

omit [DecidableEq ι] in
/-- For non-negative velocities, the number of modes with non-zero velocity is the number of
propagating modes. -/
theorem card_ne_zero_eq_numPropagating (v : ι → ℝ) (hv : ∀ n, 0 ≤ v n) :
    (Finset.univ.filter fun n => v n ≠ 0).card = numPropagating v := by
  rw [numPropagating]
  congr 1
  ext n
  simp only [Finset.mem_filter, Finset.mem_univ, true_and]
  exact ⟨fun h => lt_of_le_of_ne (hv n) (Ne.symm h), fun h => h.ne'⟩

/-- For linearly independent modes with non-negative velocities, the rank of the broadening
matrix is the number of propagating modes. -/
theorem rank_broadening (w : ι → m → ℂ) (hw : LinearIndependent ℂ w)
    (v : ι → ℝ) (hv : ∀ n, 0 ≤ v n) :
    (broadening w v).rank = numPropagating v := by
  rw [rank_broadening_signed w hw, card_ne_zero_eq_numPropagating v hv]

/-- For independent modes, the broadening matrix annihilates a state exactly when the state is
orthogonal to the profile of every mode of non-zero velocity. -/
theorem broadening_mulVec_eq_zero_iff (w : ι → m → ℂ) (hw : LinearIndependent ℂ w)
    (v : ι → ℝ) (x : m → ℂ) :
    broadening w v *ᵥ x = 0 ↔ ∀ n, v n ≠ 0 → star (w n) ⬝ᵥ x = 0 := by
  obtain ⟨L, hL⟩ := exists_dual_modes w hw
  have hx : (velocityMatrix v * (modeMatrix w)ᴴ) *ᵥ x
      = fun n => (v n : ℂ) * (star (w n) ⬝ᵥ x) := by
    funext n
    rw [← Matrix.mulVec_mulVec, velocityMatrix, Matrix.mulVec_diagonal]
    rfl
  constructor
  · intro h n hn
    -- apply the dual modes to isolate each amplitude
    have h0 : (velocityMatrix v * (modeMatrix w)ᴴ) *ᵥ x = 0 := by
      have h1 : L * broadening w v = velocityMatrix v * (modeMatrix w)ᴴ := by
        rw [broadening_eq_mul, ← Matrix.mul_assoc, ← Matrix.mul_assoc, hL, Matrix.one_mul]
      rw [← h1, ← Matrix.mulVec_mulVec, h, Matrix.mulVec_zero]
    rw [hx] at h0
    exact (mul_eq_zero.1 (congrFun h0 n)).resolve_left (Complex.ofReal_ne_zero.2 hn)
  · intro h
    have h0 : (fun n => (v n : ℂ) * (star (w n) ⬝ᵥ x)) = 0 := by
      funext n
      by_cases hn : v n = 0
      · simp [hn]
      · simp [h n hn]
    rw [broadening_eq_mul, Matrix.mul_assoc, ← Matrix.mulVec_mulVec, hx, h0,
      Matrix.mulVec_zero]

/-- For arbitrary mode profiles and non-negative velocities, the rank of the broadening
matrix is at most the number of propagating modes. -/
theorem rank_broadening_le (w : ι → m → ℂ) (v : ι → ℝ) (hv : ∀ n, 0 ≤ v n) :
    (broadening w v).rank ≤ numPropagating v := by
  rw [← card_ne_zero_eq_numPropagating v hv, ← rank_velocityMatrix, broadening_eq_mul]
  exact (Matrix.rank_mul_le_left _ _).trans (Matrix.rank_mul_le_right _ _)

/-- For non-negative velocities in both leads, the rank of the matrix `Γ_L G Γ_R G†` is at most the
number of propagating modes in either lead. -/
theorem rank_transmission_le (wL : ι → m → ℂ) (vL : ι → ℝ) (hL : ∀ n, 0 ≤ vL n)
    (wR : κ → m → ℂ) (vR : κ → ℝ) (hR : ∀ n, 0 ≤ vR n) (G : Matrix m m ℂ) :
    (broadening wL vL * G * broadening wR vR * Gᴴ).rank
      ≤ min (numPropagating vL) (numPropagating vR) := by
  have h := Matrix.rank_mul_le_left (broadening wL vL * G * broadening wR vR) Gᴴ
  refine le_min ?_ ?_
  · exact h.trans ((Matrix.rank_mul_le_left _ _).trans
      ((Matrix.rank_mul_le_left _ _).trans (rank_broadening_le wL vL hL)))
  · exact h.trans ((Matrix.rank_mul_le_right _ _).trans (rank_broadening_le wR vR hR))

omit [DecidableEq ι] in
/-- If all modes share one profile, the broadening matrix has rank at most one. -/
theorem rank_broadening_same_profile (u : m → ℂ) (v : ι → ℝ) :
    (broadening (fun _ => u) v).rank ≤ 1 := by
  have h : broadening (fun _ => u) v = vecMulVec ((∑ n, (v n : ℂ)) • u) (star u) := by
    ext a b
    simp only [broadening, Matrix.sum_apply, Matrix.smul_apply, vecMulVec_apply,
      smul_eq_mul, Pi.smul_apply, Finset.sum_mul]
    exact Finset.sum_congr rfl fun n _ => by ring
  rw [h]
  exact Matrix.rank_vecMulVec_le _ _

end

end LeadBroadening
```

```lean
#print axioms LeadBroadening.rank_broadening
#print axioms LeadBroadening.rank_broadening_le
#print axioms LeadBroadening.rank_transmission_le
#print axioms LeadBroadening.rank_broadening_same_profile
```

```
'LeadBroadening.rank_broadening' depends on axioms: [propext, Classical.choice, Quot.sound]
'LeadBroadening.rank_broadening_le' depends on axioms: [propext, Classical.choice, Quot.sound]
'LeadBroadening.rank_transmission_le' depends on axioms: [propext, Classical.choice, Quot.sound]
'LeadBroadening.rank_broadening_same_profile' depends on axioms: [propext, Classical.choice, Quot.sound]
```

## How the proof follows the algebra

**Factorisation and self-energy.** `broadening_eq_mul` proves $\Gamma=WDW^\dagger$ entry by entry: `ext a b` fixes two orbitals, `Finset.sum_congr` compares the sums mode by mode, and `ring` reorders the three factors. `broadening_conjTranspose` takes the adjoint of this product and uses that $D$ is its own adjoint, its entries being real. `selfEnergy_antihermitian_part` then computes $i(\Sigma-\Sigma^\dagger)$; its last line supplies $i^2=-1$ through `Complex.I_sq`.

**The dual matrix.** `exists_dual_modes` treats $W$ as a linear map. The claim `hker` is that its kernel is trivial, and it is proved by reading $Wc=0$ as a vanishing combination of profiles. Mathlib's `LinearMap.exists_leftInverse_of_injective` supplies a left inverse `g`, and `LinearMap.toMatrix'` turns it into the matrix $L$. The explicit formula with $W^\dagger W$ is not needed.

**The two inequalities.** `rank_velocityMatrix` counts the non-zero diagonal entries of $D$. In `rank_broadening_signed`, the equation `hD` is $L\Gamma L^\dagger=D$, and its `calc` block regroups the product so that $LW$ and $W^\dagger L^\dagger$ become identities. After `le_antisymm`, the first bullet bounds the rank of $\Gamma$ by that of $D$ from the factorisation, and the second bounds the rank of $D$ by that of $\Gamma$ from `hD`. Both use `Matrix.rank_mul_le_left` and `Matrix.rank_mul_le_right`.

**From non-zero to positive.** `card_ne_zero_eq_numPropagating` shows that the two conditions select the same modes when no velocity is negative. `rank_broadening` chains this count with the signed result.

**Kernel and bounds.** In `broadening_mulVec_eq_zero_iff`, `hx` writes the components of $DW^\dagger x$ as $v_n\,w_n^\dagger x$. The forward direction multiplies $\Gamma x=0$ by $L$ and cancels the non-zero velocity; the backward direction treats zero and non-zero velocities separately. `rank_broadening_le` keeps only the inequality that needs no dual matrix, and `rank_transmission_le` applies it to each lead, with `le_min` joining the two bounds. Finally, `rank_broadening_same_profile` rewrites the sum as a single outer product, whose rank is at most one.
